# Rotation by an anti-Hermitian generator keeps a density matrix Hermitian, idempotent and of fixed electron count in a non-orthogonal basis

Let $\chi_i$ be a finite set of basis functions with overlaps $S_{ij}=\langle\chi_i|\chi_j\rangle$. The matrix $P$ represents the one-particle density operator $\sum_{ij}P_{ij}|\chi_i\rangle\langle\chi_j|$. Either the basis functions include spin, or $P$ describes the electrons of one spin only. A filled orbital then has occupation 1, and $\mathrm{tr}(PS)$ is the number of electrons that $P$ describes. A closed-shell density matrix with occupation 2 must be halved first. A generator $X$ transforms it into

$$P(X)=e^{-XS}\,P\,e^{SX}.$$

In Lean, `n` is any finite index type, `Matrix n n ℂ` holds the complex matrices, `ᴴ` is the conjugate transpose and `NormedSpace.exp` is the matrix exponential. The density $P(X)$ is written `rotate S P X`.

```lean
import Mathlib

open Matrix
open scoped ComplexOrder Matrix.Norms.Operator

namespace DensityMatrixRotation

noncomputable section

variable {n : Type*} [Fintype n] [DecidableEq n]

/-- The density matrix `P` transformed by the generator `X` in a basis with overlap matrix `S`:
`P(X) = exp(-XS) P exp(SX)`. -/
def rotate (S P X : Matrix n n ℂ) : Matrix n n ℂ :=
  NormedSpace.exp (-(X * S)) * P * NormedSpace.exp (S * X)
```

The main theorem, `rotate_is_density`, says that if $S$ and $P$ are Hermitian, $PSP=P$ and $X^\dagger=-X$, then $P(X)$ is Hermitian, $P(X)SP(X)=P(X)$ and $\mathrm{tr}(P(X)S)=\mathrm{tr}(PS)$. An optimiser can therefore vary a single-determinant density in a finite basis through $X$ without imposing these constraints separately.

What is said below about omitting a hypothesis is argued in prose and is not part of the Lean file.

## No condition on $S$ or $X$: the overlap passes through the exponential

Moving brackets gives $(SX)^kS=S(XS)^k$ for every $k$. Dividing by $k!$ and summing gives $e^{SX}S=Se^{XS}$. Multiplication by $e^{-XS}$ on the right then yields

$$e^{SX}\,S\,e^{-XS}=S\,e^{XS}e^{-XS}=S.$$

No inverse of $S$ appears, so linearly dependent basis functions are allowed.

In the proof, `hp` establishes the identity for powers by induction. The two exponential series, multiplied by `S`, then have the same terms, and uniqueness of the sum gives the first theorem. The second combines the commuting exponentials of $XS$ and $-XS$.

```lean
/-- The overlap matrix can be moved through the exponential: `exp(SX) S = S exp(XS)`. -/
theorem exp_mul_overlap (S X : Matrix n n ℂ) :
    NormedSpace.exp (S * X) * S = S * NormedSpace.exp (X * S) := by
  -- the identity holds for each power, hence for the series
  have hp : ∀ k : ℕ, (S * X) ^ k * S = S * (X * S) ^ k := by
    intro k
    induction k with
    | zero => simp
    | succ k ih =>
      rw [pow_succ, pow_succ, ← mul_assoc S, ← ih]
      simp only [mul_assoc]
  have h1 := (NormedSpace.exp_series_hasSum_exp' (𝕂 := ℂ) (S * X)).mul_right S
  have h2 := (NormedSpace.exp_series_hasSum_exp' (𝕂 := ℂ) (X * S)).mul_left S
  simp only [smul_mul_assoc, mul_smul_comm, hp] at h1 h2
  exact h1.unique h2

/-- The exponentials on the two sides of the overlap matrix cancel: `exp(SX) S exp(-XS) = S`. -/
theorem overlap_preserved (S X : Matrix n n ℂ) :
    NormedSpace.exp (S * X) * S * NormedSpace.exp (-(X * S)) = S := by
  rw [exp_mul_overlap, mul_assoc,
    ← Matrix.exp_add_of_commute _ _ (Commute.refl (X * S)).neg_right,
    add_neg_cancel, NormedSpace.exp_zero, mul_one]
```

This already fixes the electron count. By cyclicity of the trace,

$$\mathrm{tr}(e^{-XS}Pe^{SX}S)=\mathrm{tr}(Pe^{SX}Se^{-XS})=\mathrm{tr}(PS),$$

which uses none of the four hypotheses below.

## $PSP=P$: orbitals are either occupied or empty

This is idempotency in the metric $S$, the mark of a single determinant. It enters once:

$$P(X)SP(X)=e^{-XS}P\,(e^{SX}Se^{-XS})\,Pe^{SX}=e^{-XS}\,PSP\,e^{SX}=P(X).$$

In Lean this is the second `calc` step of the second part, where `overlap_preserved` and `hPSP` are rewritten in turn. Without the hypothesis, $P(X)$ is not idempotent either, because the outer exponentials are invertible. Hermiticity and the electron count are unaffected.

## Hermitian $S$ and $P$, anti-Hermitian $X$: a Hermitian density

$S$ is Hermitian because it is a matrix of inner products. $P$ is taken to be Hermitian, like the density operator that it represents. The condition $X^\dagger=-X$ makes the transformation a rotation that respects the metric. Together they give

$$(e^{-XS})^\dagger=e^{-S^\dagger X^\dagger}=e^{SX},\qquad (e^{SX})^\dagger=e^{-XS},$$

and hence $P(X)^\dagger=e^{-XS}P^\dagger e^{SX}=P(X)$. In the first part of the proof, `h1` and `h2` are these two adjoint relations; they use `hS` and `hX`, and `hP` finishes the argument.

Each assumption matters for Hermiticity, and only for that:

- Without Hermitian $P$, the choice $X=0$ returns the non-Hermitian $P$ itself.
- Without anti-Hermitian $X$, take $S=1$, $P=\mathrm{diag}(1,0)$ and $X=\begin{pmatrix}0&1\\0&0\end{pmatrix}$. Then $P(X)=\begin{pmatrix}1&1\\0&0\end{pmatrix}$.
- Without Hermitian $S$, take $S=\begin{pmatrix}1&1\\0&1\end{pmatrix}$, $P=\mathrm{diag}(1,0)$ and $X=\mathrm{diag}(0,i)$. Then $P(X)=\begin{pmatrix}1&e^{i}-1\\0&0\end{pmatrix}$.

```lean
/-- For Hermitian `S` and `P` with `PSP = P` and anti-Hermitian `X`, the transformed density
matrix is Hermitian, is idempotent in the metric `S`, and has the same electron count
`tr(PS)` as `P`. -/
theorem rotate_is_density {S P X : Matrix n n ℂ} (hS : S.IsHermitian) (hP : P.IsHermitian)
    (hPSP : P * S * P = P) (hX : Xᴴ = -X) :
    (rotate S P X).IsHermitian ∧
      rotate S P X * S * rotate S P X = rotate S P X ∧
      (rotate S P X * S).trace = (P * S).trace := by
  refine ⟨?_, ?_, ?_⟩
  · -- the two exponentials are adjoints of each other
    have h1 : (NormedSpace.exp (-(X * S)))ᴴ = NormedSpace.exp (S * X) := by
      rw [← Matrix.exp_conjTranspose, conjTranspose_neg, conjTranspose_mul, hS.eq, hX,
        mul_neg, neg_neg]
    have h2 : (NormedSpace.exp (S * X))ᴴ = NormedSpace.exp (-(X * S)) := by
      rw [← h1, conjTranspose_conjTranspose]
    unfold Matrix.IsHermitian rotate
    rw [conjTranspose_mul, conjTranspose_mul, h1, h2, hP.eq, mul_assoc]
  · -- the inner exponentials combine with `S` to give `S` back
    unfold rotate
    calc _ = NormedSpace.exp (-(X * S)) *
          (P * (NormedSpace.exp (S * X) * S * NormedSpace.exp (-(X * S))) * P) *
          NormedSpace.exp (S * X) := by simp only [mul_assoc]
      _ = _ := by rw [overlap_preserved, hPSP]
  · -- cyclicity of the trace brings the exponentials around `S`
    unfold rotate
    calc _ = (NormedSpace.exp (-(X * S)) * (P * (NormedSpace.exp (S * X) * S))).trace := by
          simp only [mul_assoc]
      _ = (P * (NormedSpace.exp (S * X) * S) * NormedSpace.exp (-(X * S))).trace :=
          Matrix.trace_mul_comm _ _
      _ = _ := by rw [mul_assoc P, overlap_preserved]
```

## A fixed $F$: the stationarity condition $FPS=SPF$

Let $F$ be a one-particle Hamiltonian or Fock matrix that does not change with $P$. The quantity studied here is $\mathrm{tr}(FP)$. If the electrons do not interact and $F$ is their one-particle Hamiltonian, it is the energy of the electrons that $P$ describes; for a Fock matrix it is in general not the total energy. For real $t$, the product rule at $t=0$, where both exponentials are the identity, gives

$$\frac{d}{dt}P(tX)\Big|_{0}=PSX-XSP.$$

Lean obtains this from the derivatives of the two exponentials, again without conditions on the matrices.

```lean
/-- The first-order change of the density matrix along the generator `X` is `PSX - XSP`. -/
theorem hasDerivAt_rotate (S P X : Matrix n n ℂ) :
    HasDerivAt (fun t : ℝ => rotate S P (t • X)) (P * S * X - X * S * P) 0 := by
  have h1 := hasDerivAt_exp_smul_const (-(X * S)) (0 : ℝ)
  have h2 := hasDerivAt_exp_smul_const (S * X) (0 : ℝ)
  have h := (h1.mul_const P).fun_mul h2
  have hf : (fun t : ℝ => rotate S P (t • X)) = fun t : ℝ =>
      NormedSpace.exp (t • -(X * S)) * P * NormedSpace.exp (t • (S * X)) := by
    funext t
    simp only [rotate, smul_mul_assoc, mul_smul_comm, smul_neg]
  -- at `t = 0` both exponentials are the identity
  have hd : P * S * X - X * S * P =
      NormedSpace.exp ((0 : ℝ) • -(X * S)) * -(X * S) * P * NormedSpace.exp ((0 : ℝ) • (S * X)) +
        NormedSpace.exp ((0 : ℝ) • -(X * S)) * P *
          (NormedSpace.exp ((0 : ℝ) • (S * X)) * (S * X)) := by
    simp only [zero_smul, NormedSpace.exp_zero, mul_one, one_mul]
    noncomm_ring
  rw [hf, hd]
  exact h
```

Taking the trace with $F$ and cycling the second term gives the slope of $\mathrm{tr}(FP(tX))$ at $t=0$:

$$\mathrm{tr}(FPSX)-\mathrm{tr}(FXSP)=\mathrm{tr}\big((FPS-SPF)X\big).$$

In the proof, `L` is the linear map $A\mapsto\mathrm{tr}(FA)$, which carries the derivative through, and `e` is the cyclic step.

```lean
/-- For a fixed matrix `F`, the slope of `tr(F P(tX))` at `t = 0` is `tr((FPS - SPF) X)`. -/
theorem hasDerivAt_energy (F S P X : Matrix n n ℂ) :
    HasDerivAt (fun t : ℝ => (F * rotate S P (t • X)).trace)
      ((F * P * S - S * P * F) * X).trace 0 := by
  let L : Matrix n n ℂ →ₗ[ℝ] ℂ :=
    (Matrix.traceLinearMap n ℝ ℂ).comp (LinearMap.mulLeft ℝ F)
  have h := L.toContinuousLinearMap.hasFDerivAt.comp_hasDerivAt (0 : ℝ)
    (hasDerivAt_rotate S P X)
  have e : (F * (P * S * X - X * S * P)).trace = ((F * P * S - S * P * F) * X).trace := by
    have c := Matrix.trace_mul_comm (F * X) (S * P)
    simp only [mul_sub, sub_mul, Matrix.trace_sub, mul_assoc] at c ⊢
    rw [c]
  rw [← e]
  exact h
```

Write $G=FPS-SPF$. If $G=0$, every slope vanishes. Conversely, suppose that the slope vanishes for every anti-Hermitian $X$. With $F$, $S$ and $P$ Hermitian, $G^\dagger=SPF-FPS=-G$, so $X=G$ is an allowed generator. Then

$$\sum_{ij}|G_{ij}|^2=\mathrm{tr}(G^\dagger G)=-\mathrm{tr}(G^2)=0,$$

and $G=0$. In Lean, `hG` shows that $G$ is admissible and `h1` is the vanishing norm.

Hermiticity makes this choice of $X$ possible. Without it the equivalence still holds by a different route: every complex matrix is $X_1+iX_2$ with both $X_1$ and $X_2$ anti-Hermitian, so $\mathrm{tr}(GA)=0$ for every $A$. Idempotency of $P$ is not needed here.

```lean
/-- For Hermitian `F`, `S` and `P`, with `F` held fixed, `tr(F P(tX))` is stationary at `t = 0`
for every anti-Hermitian generator `X` exactly when `FPS = SPF`. -/
theorem stationary_iff {F S P : Matrix n n ℂ} (hF : F.IsHermitian) (hS : S.IsHermitian)
    (hP : P.IsHermitian) :
    (∀ X : Matrix n n ℂ, Xᴴ = -X →
      HasDerivAt (fun t : ℝ => (F * rotate S P (t • X)).trace) 0 0) ↔
      F * P * S = S * P * F := by
  constructor
  · intro h
    -- the commutator-like residual is itself an admissible generator
    have hG : (F * P * S - S * P * F)ᴴ = -(F * P * S - S * P * F) := by
      simp only [conjTranspose_sub, conjTranspose_mul, hF.eq, hS.eq, hP.eq, neg_sub, mul_assoc]
    have h0 := (hasDerivAt_energy F S P (F * P * S - S * P * F)).unique (h _ hG)
    have h1 : ((F * P * S - S * P * F)ᴴ * (F * P * S - S * P * F)).trace = 0 := by
      rw [hG, neg_mul, Matrix.trace_neg, h0, neg_zero]
    exact sub_eq_zero.mp (Matrix.trace_conjTranspose_mul_self_eq_zero_iff.mp h1)
  · intro h X _
    have h0 := hasDerivAt_energy F S P X
    rw [h, sub_self, zero_mul, Matrix.trace_zero] at h0
    exact h0
```

For this fixed $F$, the condition has the form satisfied by a converged self-consistent-field calculation in a non-orthogonal basis. In such a calculation $F$ depends on $P$, and the theorem does not treat that dependence. It also concerns stationary points, not minima.

## Two overlapping orbitals satisfy all the conditions

Take two normalised orbitals with overlap $1/2$, the first one occupied, and a real rotation generator:

$$S=\begin{pmatrix}1&\tfrac12\\\tfrac12&1\end{pmatrix},\quad P=\begin{pmatrix}1&0\\0&0\end{pmatrix},\quad X=\begin{pmatrix}0&1\\-1&0\end{pmatrix}.$$

Direct multiplication gives

$$PSX-XSP=\begin{pmatrix}-\tfrac12&1\\0&0\end{pmatrix}-\begin{pmatrix}\tfrac12&0\\-1&0\end{pmatrix}=\begin{pmatrix}-1&1\\1&0\end{pmatrix},$$

so the density changes at first order. Lean checks the hypotheses entry by entry and separates $PSX$ from $XSP$ by their upper-right entries, $1$ and $0$.

```lean
/-- Two normalised orbitals with overlap `1/2`, the first one occupied, and a real rotation
generator meet the hypotheses on `S`, `P` and `X`, and `PSX` differs from `XSP`. -/
theorem rotate_is_density_witness :
    let S : Matrix (Fin 2) (Fin 2) ℂ := !![1, 1 / 2; 1 / 2, 1]
    let P : Matrix (Fin 2) (Fin 2) ℂ := !![1, 0; 0, 0]
    let X : Matrix (Fin 2) (Fin 2) ℂ := !![0, 1; -1, 0]
    S.IsHermitian ∧ P.IsHermitian ∧ P * S * P = P ∧ Xᴴ = -X ∧ P * S * X ≠ X * S * P := by
  intro S P X
  refine ⟨?_, ?_, ?_, ?_, ?_⟩
  · ext i j
    fin_cases i <;> fin_cases j <;> simp [S, Matrix.conjTranspose_apply]
  · ext i j
    fin_cases i <;> fin_cases j <;> simp [P, Matrix.conjTranspose_apply]
  · ext i j
    fin_cases i <;> fin_cases j <;> simp [S, P, Matrix.mul_apply, Fin.sum_univ_succ]
  · ext i j
    fin_cases i <;> fin_cases j <;> simp [X, Matrix.conjTranspose_apply]
  · intro h
    have h01 := congrFun (congrFun h 0) 1
    simp [S, P, X, Matrix.mul_apply, Fin.sum_univ_succ] at h01

end

end DensityMatrixRotation
```

```lean
#print axioms DensityMatrixRotation.rotate_is_density
-- 'DensityMatrixRotation.rotate_is_density' depends on axioms: [propext, Classical.choice, Quot.sound]
#print axioms DensityMatrixRotation.stationary_iff
-- 'DensityMatrixRotation.stationary_iff' depends on axioms: [propext, Classical.choice, Quot.sound]
```
